# Traces of powers of an atom-permuting matrix come only from atoms that return to their place

Take two atoms with one orbital each, and a matrix that sends the orbital on atom 1 to \(b_1\) times the orbital on atom 2, and the orbital on atom 2 to \(b_2\) times the orbital on atom 1. With columns labelled by the starting atom,

\[
M=\begin{pmatrix}0&b_2\\ b_1&0\end{pmatrix},\qquad
M^2=\begin{pmatrix}b_2b_1&0\\ 0&b_1b_2\end{pmatrix}.
\]

Neither atom stays in place under \(M\), so \(\operatorname{tr}M=0\). Both are back after two steps, and each contributes the product of the factors met on the way, so \(\operatorname{tr}M^2=2b_1b_2\). With several orbitals per atom the numbers become blocks, and their order along the path has to be kept.

## Fixed atoms, exchanged pairs and longer cycles

Let \(p\) be a permutation of a finite set of atoms, each carrying the same finite set of orbitals. Let \(B_i\) be the block of \(M\) that leads from atom \(i\) to atom \(p(i)\), and let all other blocks vanish. Then

\[
\operatorname{tr}M=\sum_{i:\,p(i)=i}\operatorname{tr}B_i,
\qquad
\operatorname{tr}M^2=\sum_{i:\,p(p(i))=i}\operatorname{tr}\bigl(B_{p(i)}B_i\bigr).
\]

The second sum includes fixed atoms, which give \(\operatorname{tr}B_i^2\). An exchanged pair \(i,j\) appears twice and gives \(2\operatorname{tr}(B_jB_i)\) in total.

For a general power, define the path product by \(P_0(i)=1\) and \(P_{k+1}(i)=B_{p^k(i)}P_k(i)\). The first step stands on the right. Then

\[
\operatorname{tr}M^k=\sum_{i:\,p^k(i)=i}\operatorname{tr}P_k(i).
\]

At \(k=0\) every atom counts and every path product is the identity, so the sum is the number of atoms times the number of orbitals per atom, which is the dimension of the basis.

## Characters of orbitals and of orbital pairs

In an electronic-structure code with a finite atom-centred basis, a spatial symmetry operation acts on the orbital coefficients by a matrix of this kind: it moves atoms and mixes the orbitals within each shell. Its trace is the character used to count symmetry-adapted orbitals, and the first formula obtains it from a loop over the fixed atoms, without building \(M\).

The trace of \(M^2\) enters when two particles are placed in the same orbital space. On the parts of the product space that are symmetric and antisymmetric under exchange of the particles, \(M\otimes M\) has the traces

\[
\chi_\pm=\tfrac12\bigl[(\operatorname{tr}M)^2\pm\operatorname{tr}M^2\bigr].
\]

For \(n\) orbitals the product space has dimension \(n^2\), and the atom sums avoid forming any matrix of that size. For two electrons in spatial orbitals, the symmetric part goes with the spin singlet and the antisymmetric part with the triplet.

The two-atom example gives a quick test. For s orbitals exchanged by inversion, \(b_1=b_2=1\), so \(\operatorname{tr}M=0\) and \(\operatorname{tr}M^2=2\), hence \(\chi_+=1\) and \(\chi_-=-1\). This agrees with a direct count. The even and odd combinations \(g\) and \(u\) form the symmetric products \(gg\), \(uu\) and \(gu\), with signs \(1,1,-1\), and the single antisymmetric product \(gu\), with sign \(-1\).

## One intermediate atom survives

Write atoms as \(i,j,l\) and orbitals as \(a,b,c\). The matrix elements are

\[
M_{(i,a),(j,b)}=\delta_{i,p(j)}\,(B_j)_{ab}.
\]

Let \(M'\) be a second matrix of this type, with permutation \(q\) and blocks \(C_i\). Then

\[
(M'M)_{(i,a),(j,b)}
=\sum_{l,c}\delta_{i,q(l)}(C_l)_{ac}\,\delta_{l,p(j)}(B_j)_{cb}
=\delta_{i,q(p(j))}\,\bigl(C_{p(j)}B_j\bigr)_{ab}.
\]

Only \(l=p(j)\) contributes. The product is again of the same type, with permutation \(qp\) and blocks \(C_{p(i)}B_i\).

For the trace, set the row and column labels equal:

\[
\operatorname{tr}M=\sum_{i,a}\delta_{i,p(i)}(B_i)_{aa}=\sum_{i:\,p(i)=i}\operatorname{tr}B_i.
\]

For powers, \(M^0=1\) has the identity permutation and identity blocks. If \(M^k\) has permutation \(p^k\) and blocks \(P_k(i)\), the product rule applied to \(M\,M^k\) gives permutation \(p^{k+1}\) and blocks \(B_{p^k(i)}P_k(i)=P_{k+1}(i)\). Taking the trace gives the formula for \(\operatorname{tr}M^k\), and \(k=2\) gives the formula for the square.

The adjoint has elements

\[
(M^\dagger)_{(i,a),(j,b)}=\overline{M_{(j,b),(i,a)}}
=\delta_{j,p(i)}\,(B_i^\dagger)_{ab}
=\delta_{i,p^{-1}(j)}\,\bigl(B_{p^{-1}(j)}^\dagger\bigr)_{ab}.
\]

It therefore sends atoms back along \(p^{-1}\). By the product rule, \(M^\dagger M\) leaves every atom in place and has blocks \(B_i^\dagger B_i\). Hence \(M^\dagger M=1\) exactly when \(B_i^\dagger B_i=1\) for every atom.

For two particles, let \(X\) exchange the factors of a product, so that \(X_{x,y}=1\) if \(y=(x_2,x_1)\) and zero otherwise. For any two square matrices \(M,N\) on the same finite basis,

\[
\operatorname{tr}\bigl[X(M\otimes N)\bigr]
=\sum_{x_1,x_2}(M\otimes N)_{(x_2,x_1),(x_1,x_2)}
=\sum_{x_1,x_2}M_{x_2x_1}N_{x_1x_2}
=\operatorname{tr}(MN).
\]

The projectors on the two exchange parts are \(\tfrac12(1\pm X)\). With \(N=M\) and \(\operatorname{tr}(M\otimes M)=(\operatorname{tr}M)^2\), the traces \(\chi_\pm\) follow, and the two atom formulas turn them into sums over atoms.

## Site matrices in Lean

```lean
import Mathlib

open Matrix
open scoped Kronecker

namespace AtomPermutationTraces

noncomputable section

variable {A o : Type*} [DecidableEq A]

/-- The matrix on atom-orbital pairs whose block from atom `i` to atom `p i` is `B i`,
all other blocks being zero. -/
def siteMatrix (p : Equiv.Perm A) (B : A → Matrix o o ℂ) : Matrix (A × o) (A × o) ℂ :=
  Matrix.of fun x y => if x.1 = p y.1 then B y.1 x.2 y.2 else 0

/-- The ordered product of the blocks met in `k` steps along the path
`i, p i, p (p i), …`, the first step standing on the right. -/
def pathBlock [Fintype o] [DecidableEq o] (p : Equiv.Perm A) (B : A → Matrix o o ℂ) :
    ℕ → A → Matrix o o ℂ
  | 0, _ => 1
  | k + 1, i => B ((p ^ k) i) * pathBlock p B k i

/-- Leaving every atom in place with identity blocks is the identity matrix. -/
theorem siteMatrix_one [DecidableEq o] :
    siteMatrix (1 : Equiv.Perm A) (fun _ => (1 : Matrix o o ℂ)) = 1 := by
  ext ⟨i, a⟩ ⟨j, b⟩
  by_cases h : i = j <;> by_cases h' : a = b <;>
    simp [siteMatrix, Matrix.one_apply, h, h']

variable [Fintype A] [Fintype o]

/-- Applying two site matrices in succession composes the atom permutations and
multiplies the blocks along the path of each atom. -/
theorem siteMatrix_mul (q p : Equiv.Perm A) (C B : A → Matrix o o ℂ) :
    siteMatrix q C * siteMatrix p B = siteMatrix (q * p) (fun i => C (p i) * B i) := by
  ext ⟨i, a⟩ ⟨j, b⟩
  simp only [siteMatrix, Matrix.mul_apply, Matrix.of_apply, Fintype.sum_prod_type]
  -- only the intermediate atom `p j` contributes
  rw [Finset.sum_eq_single (p j)]
  · by_cases h : i = q (p j) <;> simp [h, Equiv.Perm.mul_apply]
  · intro k _ hk
    simp [hk]
  · intro h
    exact absurd (Finset.mem_univ _) h

/-- The trace of a site matrix is the sum of the block traces over the fixed atoms. -/
theorem trace_siteMatrix (p : Equiv.Perm A) (B : A → Matrix o o ℂ) :
    (siteMatrix p B).trace = ∑ i with p i = i, (B i).trace := by
  simp only [Matrix.trace, Matrix.diag_apply, siteMatrix, Matrix.of_apply,
    Fintype.sum_prod_type, Finset.sum_filter]
  refine Finset.sum_congr rfl fun i _ => ?_
  by_cases h : p i = i
  · simp [h]
  · have h' : ¬ i = p i := fun e => h e.symm
    simp [h, h']

variable [DecidableEq o]

/-- The `k`-th power of a site matrix moves atoms by `p ^ k` and carries the path
products as its blocks. -/
theorem siteMatrix_pow (p : Equiv.Perm A) (B : A → Matrix o o ℂ) (k : ℕ) :
    siteMatrix p B ^ k = siteMatrix (p ^ k) (pathBlock p B k) := by
  induction k with
  | zero =>
    rw [pow_zero, pow_zero]
    exact siteMatrix_one.symm
  | succ k ih =>
    have e : pathBlock p B (k + 1) = fun i => B ((p ^ k) i) * pathBlock p B k i := rfl
    rw [pow_succ', ih, siteMatrix_mul, ← pow_succ' p k, e]

/-- The trace of the `k`-th power is the sum, over atoms that return to their place
after `k` steps, of the trace of the block product along the closed path. -/
theorem trace_siteMatrix_pow (p : Equiv.Perm A) (B : A → Matrix o o ℂ) (k : ℕ) :
    (siteMatrix p B ^ k).trace = ∑ i with (p ^ k) i = i, (pathBlock p B k i).trace := by
  rw [siteMatrix_pow, trace_siteMatrix]

/-- The trace of the square is the sum of `tr (B (p i) * B i)` over the atoms that are
fixed or exchanged in pairs. -/
theorem trace_siteMatrix_sq (p : Equiv.Perm A) (B : A → Matrix o o ℂ) :
    (siteMatrix p B ^ 2).trace = ∑ i with p (p i) = i, (B (p i) * B i).trace := by
  rw [pow_two, siteMatrix_mul, trace_siteMatrix]
  rfl

/-- A site matrix satisfies `Mᴴ * M = 1` exactly when each of its blocks does. -/
theorem siteMatrix_isometry_iff (p : Equiv.Perm A) (B : A → Matrix o o ℂ) :
    (siteMatrix p B)ᴴ * siteMatrix p B = 1 ↔ ∀ i, (B i)ᴴ * B i = 1 := by
  -- the adjoint sends each atom back along the inverse permutation
  have hadj : (siteMatrix p B)ᴴ = siteMatrix p⁻¹ (fun i => (B (p⁻¹ i))ᴴ) := by
    ext ⟨i, a⟩ ⟨j, b⟩
    by_cases h : j = p i
    · subst h
      simp [siteMatrix, Matrix.conjTranspose_apply]
    · have h' : ¬ i = p⁻¹ j := by
        intro e
        apply h
        rw [e]
        simp
      simp only [siteMatrix, Matrix.conjTranspose_apply, Matrix.of_apply, if_neg h,
        if_neg h', star_zero]
  have hprod : (siteMatrix p B)ᴴ * siteMatrix p B
      = siteMatrix 1 (fun i => (B i)ᴴ * B i) := by
    rw [hadj, siteMatrix_mul]
    simp
  rw [hprod]
  constructor
  · intro h i
    ext a b
    have hab := congrFun (congrFun h (i, a)) (i, b)
    simpa [siteMatrix, Matrix.one_apply] using hab
  · intro h
    simp only [h]
    exact siteMatrix_one

/-- The exchange operator on products of two one-particle basis functions. -/
def pairSwap (ι : Type*) [DecidableEq ι] : Matrix (ι × ι) (ι × ι) ℂ :=
  Matrix.of fun x y => if y = (x.2, x.1) then 1 else 0

/-- The trace of the exchange operator times `M ⊗ N` is the trace of `M * N`. -/
theorem trace_pairSwap_mul {ι : Type*} [Fintype ι] [DecidableEq ι] (M N : Matrix ι ι ℂ) :
    (pairSwap ι * (M ⊗ₖ N)).trace = (M * N).trace := by
  -- exchange selects a single intermediate pair
  have h : ∀ x : ι × ι, (pairSwap ι * (M ⊗ₖ N)) x x = M x.2 x.1 * N x.1 x.2 := by
    intro x
    rw [Matrix.mul_apply, Finset.sum_eq_single (x.2, x.1)]
    · simp [pairSwap, Matrix.kroneckerMap_apply]
    · intro y _ hy
      simp only [pairSwap, Matrix.of_apply, if_neg hy, zero_mul]
    · intro hx
      exact absurd (Finset.mem_univ _) hx
  simp only [Matrix.trace, Matrix.diag_apply, h, Fintype.sum_prod_type]
  simp only [Matrix.mul_apply]
  exact Finset.sum_comm

/-- The traces of the matrix products `(1/2) (1 + X) (M ⊗ M)` and `(1/2) (1 - X) (M ⊗ M)`, for a
site matrix `M` and the exchange matrix `X`, as sums over atoms. -/
theorem trace_pair_parts (p : Equiv.Perm A) (B : A → Matrix o o ℂ) :
    (((1 / 2 : ℂ) • (1 + pairSwap (A × o))) * (siteMatrix p B ⊗ₖ siteMatrix p B)).trace
      = ((∑ i with p i = i, (B i).trace) ^ 2
          + ∑ i with p (p i) = i, (B (p i) * B i).trace) / 2 ∧
    (((1 / 2 : ℂ) • (1 - pairSwap (A × o))) * (siteMatrix p B ⊗ₖ siteMatrix p B)).trace
      = ((∑ i with p i = i, (B i).trace) ^ 2
          - ∑ i with p (p i) = i, (B (p i) * B i).trace) / 2 := by
  have h2 := trace_siteMatrix_sq p B
  rw [pow_two] at h2
  constructor
  · rw [Matrix.smul_mul, Matrix.trace_smul, add_mul, one_mul, Matrix.trace_add,
      Matrix.trace_kronecker, trace_pairSwap_mul, h2, trace_siteMatrix, smul_eq_mul]
    ring
  · rw [Matrix.smul_mul, Matrix.trace_smul, sub_mul, one_mul, Matrix.trace_sub,
      Matrix.trace_kronecker, trace_pairSwap_mul, h2, trace_siteMatrix, smul_eq_mul]
    ring

end

end AtomPermutationTraces
```

```lean
#print axioms AtomPermutationTraces.trace_siteMatrix_pow
#print axioms AtomPermutationTraces.siteMatrix_isometry_iff
#print axioms AtomPermutationTraces.trace_pair_parts
```

```
'AtomPermutationTraces.trace_siteMatrix_pow' depends on axioms: [propext, Classical.choice, Quot.sound]
'AtomPermutationTraces.siteMatrix_isometry_iff' depends on axioms: [propext, Classical.choice, Quot.sound]
'AtomPermutationTraces.trace_pair_parts' depends on axioms: [propext, Classical.choice, Quot.sound]
```

## Atoms, orbitals and blocks as Lean objects

The type `A` is the set of atoms and `o` the set of orbitals on each atom, so a basis function is a pair in `A × o`. The permutation is `p : Equiv.Perm A`, and `B i` is the complex block that starts at atom `i`. In `siteMatrix p B` the row label is the destination and the column label the source, which is the convention for matrices acting on columns of coefficients.

The notation `∑ i with p i = i` is a sum restricted to fixed atoms. `trace_siteMatrix` and `trace_siteMatrix_sq` are the two formulas for \(M\) and \(M^2\), and `trace_siteMatrix_pow` covers every natural number `k`, with `pathBlock p B k i` standing for \(P_k(i)\).

`siteMatrix_isometry_iff` states the equivalence for \(M^\dagger M=1\), with `ᴴ` for the conjugate transpose. Since the matrices are finite and square, this condition is the same as unitarity.

`pairSwap ι` is the exchange matrix \(X\) on pairs from a basis `ι`, and `⊗ₖ` is the Kronecker product. `trace_pair_parts` has two halves, one for \(\tfrac12(1+X)\) and one for \(\tfrac12(1-X)\), each multiplied by \(M\otimes M\) and traced.

## From the product rule to the pair traces

`siteMatrix_mul` carries most of the argument. It compares matrix elements, writes the sum over intermediate basis functions as a double sum over atoms and orbitals, and uses `Finset.sum_eq_single (p j)` to keep the one atom that contributes. This is the step in which \(\delta_{l,p(j)}\) removes the sum over \(l\).

`trace_siteMatrix` expands the trace in the same way and separates the cases `p i = i` and its negation for each atom. `siteMatrix_pow` is the induction on `k`: `siteMatrix_one` supplies the start, and `pow_succ'` puts the new factor on the left, matching the order in `pathBlock`. The formula for the square does not go through the induction; it applies the product rule once and then takes the trace.

In the isometry theorem, the intermediate statement `hadj` identifies the adjoint as a site matrix for `p⁻¹`, and `hprod` reduces \(M^\dagger M\) to its diagonal blocks. One direction then reads off the elements within each atom's block; the other replaces every block by the identity and uses `siteMatrix_one`.

In `trace_pairSwap_mul`, the exchange matrix selects one intermediate pair for each diagonal element. The closing `Finset.sum_comm` interchanges the two sums, which turns the result into \(\operatorname{tr}(MN)\). `trace_pair_parts` combines this with `Matrix.trace_kronecker` and the atom formulas, and `ring` finishes the arithmetic.

## Equal orbital sets, arbitrary blocks

The trace formulas hold for any permutation and any complex blocks. They require neither unitarity nor an orthonormal basis, so they also apply to Cartesian d functions, whose rotation blocks need not be unitary. In a non-orthogonal basis, \(M\) must be the matrix that transforms coefficients, not the table of overlaps between original and transformed orbitals. In such a basis \(M^\dagger M=1\) is a statement about coefficients only; conservation of the norm is a different condition, which involves the overlap matrix.

Every atom has the same orbital set. A molecule with different basis sets on different elements does not fit this directly. If the operation moves atoms only between sites with matching sets, the smaller sets can be padded with orbitals whose rows and columns in the blocks are zero. This leaves the traces for \(k\ge1\) unchanged, but it spoils the isometry condition.

No molecular geometry or symmetry group enters the theorems. A code still has to find the correct permutation and the correct rotation blocks, and a wrong block on a moved atom leaves \(\operatorname{tr}M\) unchanged. Comparing \(\operatorname{tr}M^2\) with the character of the squared operation can reveal some of these errors, though agreement of traces does not establish that the blocks are right.

The pair theorem concerns traces of matrix products. Reading them as traces on the two exchange parts also uses \(X^2=1\) and the fact that \(X\) commutes with \(M\otimes M\); both follow by exchanging the two labels, but neither is a theorem in the file.
